# A pure-gauge change of a stationary density matrix solves the coupled Hartree–Fock response equation for a covariant mean field

Leave the induced exchange field out of a magnetic response calculation, and a vector potential that carries no magnetic field can produce a spurious response: the first-order gauge change of the density matrix need not satisfy the equation. In finite matrix models whose mean field follows the gauge change, the coupled equation avoids this failure.

In Lean 4 with Mathlib:

```lean
import Mathlib

open Matrix

namespace HartreeFockGaugeResponse

noncomputable section

variable {n : Type*} [Fintype n] [DecidableEq n]
```

## Response equations

All matrices are complex and square, with rows and columns labelled by a finite set `n`. Write $[A,B]=AB-BA$.

```lean
/-- The commutator `[A, B] = AB - BA`. -/
def comm (A B : Matrix n n ℂ) : Matrix n n ℂ := A * B - B * A
```

A gauge generator $X$ turns $A$ into $e^{i\varepsilon X}Ae^{-i\varepsilon X}$, whose first-order change is $i[X,A]$. This fixes the sign convention.

```lean
/-- The first-order change `i[X, A]` of a matrix `A` under the gauge generator `X`. -/
def gaugeVariation (X A : Matrix n n ℂ) : Matrix n n ℂ := Complex.I • comm X A
```

In an orthonormal basis, let $h$ be the one-electron matrix, $D$ the density matrix and $G$ the complex-linear mean field. The Fock matrix is $F=h+G(D)$.

```lean
/-- The Fock matrix `F = h + G(D)`. -/
def fock (h : Matrix n n ℂ) (G : Matrix n n ℂ →ₗ[ℂ] Matrix n n ℂ) (D : Matrix n n ℂ) :
    Matrix n n ℂ := h + G D
```

Varying the stationarity condition $[F,D]=0$ to first order, with perturbation $h'$ and density response $D'$, gives
$$[h'+G(D'),D]+[F,D']=0.$$

```lean
/-- The coupled response equation `[h' + G(D'), D] + [F, D'] = 0`. -/
def SolvesCoupled (G : Matrix n n ℂ →ₗ[ℂ] Matrix n n ℂ) (F D h' D' : Matrix n n ℂ) : Prop :=
  comm (h' + G D') D + comm F D' = 0
```

The uncoupled equation omits the induced field $G(D')$ but keeps the full $F$:
$$[h',D]+[F,D']=0.$$

```lean
/-- The uncoupled response equation `[h', D] + [F, D'] = 0`. -/
def SolvesUncoupled (F D h' D' : Matrix n n ℂ) : Prop :=
  comm h' D + comm F D' = 0
```

## Gauge change of a stationary state

Expanding the commutators,
$$[[X,F],D]+[F,[X,D]]=XFD-XDF-FDX+DFX=[X,[F,D]],$$
because the terms $FXD$ and $DXF$ cancel. Multiply by $i$.

```lean
/-- The gauge variation obeys the Leibniz rule on commutators. -/
theorem gaugeVariation_comm (X F D : Matrix n n ℂ) :
    gaugeVariation X (comm F D) =
      comm (gaugeVariation X F) D + comm F (gaugeVariation X D) := by
  simp only [gaugeVariation, comm, smul_mul_assoc, mul_smul_comm, ← smul_sub, ← smul_add]
  congr 1
  noncomm_ring
```

Here `noncomm_ring` does the expansion, once the factor $i$ has been pulled out.

Now set $h'=i[X,h]$ and $D'=i[X,D]$. The hypothesis `hG`, $G([X,D])=[X,G(D)]$, says that the mean field follows the gauge change of the density. It is assumed only for the given $X$ and $D$; in a truncated orbital basis it generally fails, and $i[X,h]$ also generally differs there from the matrix of the first-order vector-potential term. With linearity,
$$h'+G(D')=i[X,h]+i[X,G(D)]=i[X,F].$$

```lean
/-- If `G([X, D]) = [X, G(D)]`, the perturbation and the induced mean field add up to the
gauge variation of the whole Fock matrix. -/
theorem fock_response {G : Matrix n n ℂ →ₗ[ℂ] Matrix n n ℂ} {X D : Matrix n n ℂ}
    (h : Matrix n n ℂ) (hG : G (comm X D) = comm X (G D)) :
    gaugeVariation X h + G (gaugeVariation X D) = gaugeVariation X (fock h G D) := by
  unfold gaugeVariation fock
  rw [map_smul, hG, ← smul_add]
  congr 1
  unfold comm
  noncomm_ring
```

With stationarity, `hF`, the two identities give
$$[i[X,F],D]+[F,i[X,D]]=i[X,[F,D]]=0.$$

```lean
/-- If `G([X, D]) = [X, G(D)]` and `[F, D] = 0`, then `D' = i[X, D]` solves the coupled
response equation for the pure-gauge perturbation `h' = i[X, h]`. -/
theorem pure_gauge_solves_coupled {G : Matrix n n ℂ →ₗ[ℂ] Matrix n n ℂ}
    {h X D : Matrix n n ℂ} (hG : G (comm X D) = comm X (G D))
    (hF : comm (fock h G D) D = 0) :
    SolvesCoupled G (fock h G D) D (gaugeVariation X h) (gaugeVariation X D) := by
  unfold SolvesCoupled
  rw [fock_response h hG, ← gaugeVariation_comm, hF]
  simp [gaugeVariation, comm]
```

The rewrites follow this line from left to right. The theorem says that $D'$ is a solution, not that it is the only one. Hermiticity plays no part in the algebra and is not assumed; in the physics $h$, $D$ and $X$ are Hermitian, and then so are $h'$ and $D'$.

Splitting off the induced field,
$$\big([h',D]+[F,D']\big)+[G(D'),D]=0,$$
so the uncoupled left-hand side equals $-[G(D'),D]$ and vanishes exactly when $[G(D'),D]=0$.

```lean
/-- If `G([X, D]) = [X, G(D)]` and `[F, D] = 0`, the same `D'` solves the uncoupled equation
exactly when the induced mean field `G(D')` commutes with `D`. -/
theorem pure_gauge_solves_uncoupled_iff {G : Matrix n n ℂ →ₗ[ℂ] Matrix n n ℂ}
    {h X D : Matrix n n ℂ} (hG : G (comm X D) = comm X (G D))
    (hF : comm (fock h G D) D = 0) :
    SolvesUncoupled (fock h G D) D (gaugeVariation X h) (gaugeVariation X D) ↔
      comm (G (gaugeVariation X D)) D = 0 := by
  -- split the induced field off the coupled equation
  have e : (comm (gaugeVariation X h) D + comm (fock h G D) (gaugeVariation X D)) +
      comm (G (gaugeVariation X D)) D = 0 := by
    refine Eq.trans ?_ (pure_gauge_solves_coupled hG hF)
    simp only [comm, add_mul, mul_add]
    abel
  unfold SolvesUncoupled
  rw [eq_neg_of_add_eq_zero_left e, neg_eq_zero]
```

The displayed identity is `e` in the proof.

## Electrons on sites

For closed-shell electrons with real density-density repulsion $v_{pq}$ and exchange fraction $a$, take
$$G(D)_{pq}=2\delta_{pq}\sum_r v_{pr}D_{rr}-a\,v_{pq}D_{pq},$$
where $D$ is the density matrix per spin.

```lean
/-- The closed-shell mean field of electrons on sites with density-density repulsion `v`:
twice the Coulomb term minus a fraction `a` of exchange, for the density matrix per spin. -/
def siteMeanField (v : n → n → ℝ) (a : ℝ) : Matrix n n ℂ →ₗ[ℂ] Matrix n n ℂ where
  toFun D := Matrix.of fun p q =>
    (if p = q then 2 * ∑ r, (v p r : ℂ) * D r r else 0) - (a : ℂ) * (v p q : ℂ) * D p q
  map_add' A B := by
    ext p q
    simp only [Matrix.of_apply, Matrix.add_apply, mul_add, Finset.sum_add_distrib]
    split_ifs <;> ring
  map_smul' c A := by
    ext p q
    have hs : ∑ r, (v p r : ℂ) * (c * A r r) = c * ∑ r, (v p r : ℂ) * A r r := by
      rw [Finset.mul_sum]
      exact Finset.sum_congr rfl (fun r _ => by ring)
    simp only [Matrix.of_apply, Matrix.smul_apply, smul_eq_mul, RingHom.id_apply, hs]
    split_ifs <;> ring
```

A gauge function assigns a value $x_p$ to each site, so $X$ is diagonal and
$$[X,D]_{pq}=(x_p-x_q)D_{pq}.$$

```lean
/-- The commutator with a diagonal matrix multiplies each element by a difference of
site values. -/
theorem comm_diagonal_apply (x : n → ℂ) (D : Matrix n n ℂ) (p q : n) :
    comm (diagonal x) D p q = (x p - x q) * D p q := by
  simp only [comm, Matrix.sub_apply, Matrix.diagonal_mul, Matrix.mul_diagonal]
  ring
```

For $p\ne q$, both $G([X,D])_{pq}$ and $[X,G(D)]_{pq}$ equal $-a\,v_{pq}(x_p-x_q)D_{pq}$. For $p=q$ both vanish. Covariance is therefore proved for this model, and the case split on `p = q` is the same.

```lean
/-- The site mean field, with any fraction of exchange, is covariant under every diagonal
gauge generator. -/
theorem siteMeanField_covariant (v : n → n → ℝ) (a : ℝ) (x : n → ℂ) (D : Matrix n n ℂ) :
    siteMeanField v a (comm (diagonal x) D) = comm (diagonal x) (siteMeanField v a D) := by
  ext p q
  rw [comm_diagonal_apply]
  simp only [siteMeanField, LinearMap.coe_mk, AddHom.coe_mk, Matrix.of_apply,
    comm_diagonal_apply, sub_self, zero_mul, mul_zero, Finset.sum_const_zero, ite_self]
  by_cases hpq : p = q
  · subst hpq
    simp
  · simp only [if_neg hpq]
    ring
```

If $a=0$, only the site densities enter $G$. Since $[X,D]_{rr}=0$, we get $G(D')=0$, and the uncoupled equation holds.

```lean
/-- For the site mean field without exchange, and with `[F, D] = 0`, the pure-gauge response
`D' = i[X, D]` to `h' = i[X, h]` for a diagonal generator `X` solves the uncoupled equation. -/
theorem hartree_solves_uncoupled (v : n → n → ℝ) (x : n → ℂ) {h D : Matrix n n ℂ}
    (hF : comm (fock h (siteMeanField v 0) D) D = 0) :
    SolvesUncoupled (fock h (siteMeanField v 0) D) D
      (gaugeVariation (diagonal x) h) (gaugeVariation (diagonal x) D) := by
  rw [pure_gauge_solves_uncoupled_iff (siteMeanField_covariant v 0 x D) hF]
  -- the gauge variation leaves the site densities unchanged
  have hz : siteMeanField v 0 (comm (diagonal x) D) = 0 := by
    ext p q
    simp [siteMeanField, comm_diagonal_apply]
  rw [gaugeVariation, map_smul, hz]
  simp [comm]
```

It is wrong to carry this argument over to exchange: unchanged site densities remove the Coulomb response, but exchange also reads the off-diagonal elements of $D'$.

## Two sites with full exchange

Label the sites 0 and 1, with hopping strength $t$.

```lean
/-- Hopping matrix of a two-site molecule with hopping strength `t`. -/
def dimerHopping (t : ℝ) : Matrix (Fin 2) (Fin 2) ℂ := !![0, -(t : ℂ); -(t : ℂ), 0]
```

The occupied orbital $(1,1)/\sqrt2$ gives a density matrix with every element $1/2$.

```lean
/-- Density matrix per spin of the orbital spread evenly and in phase over two sites. -/
def dimerDensity : Matrix (Fin 2) (Fin 2) ℂ := !![1 / 2, 1 / 2; 1 / 2, 1 / 2]
```

The repulsion is $U$ on a site and $V$ between sites, with $a=1$.

```lean
/-- Full-exchange mean field of two sites with on-site repulsion `U` and intersite
repulsion `V`. -/
def dimerField (U V : ℝ) : Matrix (Fin 2) (Fin 2) ℂ →ₗ[ℂ] Matrix (Fin 2) (Fin 2) ℂ :=
  siteMeanField (fun p q => if p = q then U else V) 1
```

The gauge function is 1 on site 0 and 0 on site 1.

```lean
/-- Gauge generator with value one on the first site and zero on the second. -/
def dimerGauge : Matrix (Fin 2) (Fin 2) ℂ := diagonal ![1, 0]
```

$F$ has equal diagonal elements $U/2+V$ and equal off-diagonal elements $-t-V/2$, so it commutes with $D$. Further,
$$D'=\begin{pmatrix}0&i/2\\-i/2&0\end{pmatrix},\quad G(D')=-VD',\quad [G(D'),D]=-\frac{iV}{2}\begin{pmatrix}1&0\\0&-1\end{pmatrix}.$$
The uncoupled equation therefore holds exactly when $V=0$, for any real $t$ and $U$.

```lean
/-- The two-site molecule has Hermitian `h`, `D`, `X`, idempotent `D`, `G([X, D]) = [X, G(D)]` and
`[F, D] = 0`; its pure-gauge response solves the uncoupled equation only if the intersite repulsion
`V` is zero, and then it does. -/
theorem dimer_witness (t U V : ℝ) :
    (dimerHopping t).IsHermitian ∧ dimerDensity.IsHermitian ∧ dimerGauge.IsHermitian ∧
    dimerDensity * dimerDensity = dimerDensity ∧
    dimerField U V (comm dimerGauge dimerDensity) =
      comm dimerGauge (dimerField U V dimerDensity) ∧

    comm (fock (dimerHopping t) (dimerField U V) dimerDensity) dimerDensity = 0 ∧
    (SolvesUncoupled (fock (dimerHopping t) (dimerField U V) dimerDensity) dimerDensity
      (gaugeVariation dimerGauge (dimerHopping t))
      (gaugeVariation dimerGauge dimerDensity) ↔ V = 0) := by
  have hG : dimerField U V (comm dimerGauge dimerDensity) =
      comm dimerGauge (dimerField U V dimerDensity) := siteMeanField_covariant _ _ _ _
  -- the mean field and the gauge response as explicit matrices
  have hE : ∀ A : Matrix (Fin 2) (Fin 2) ℂ, dimerField U V A =
      !![2 * ((U : ℂ) * A 0 0 + (V : ℂ) * A 1 1) - (U : ℂ) * A 0 0, -((V : ℂ) * A 0 1);
        -((V : ℂ) * A 1 0), 2 * ((V : ℂ) * A 0 0 + (U : ℂ) * A 1 1) - (U : ℂ) * A 1 1] := by
    intro A
    ext i j
    fin_cases i <;> fin_cases j <;> simp [dimerField, siteMeanField, Fin.sum_univ_two]
  have hR : gaugeVariation dimerGauge dimerDensity =
      !![0, Complex.I / 2; -Complex.I / 2, 0] := by
    ext i j
    simp only [gaugeVariation, dimerGauge, Matrix.smul_apply, comm_diagonal_apply]
    fin_cases i <;> fin_cases j <;> simp [dimerDensity] <;> ring
  have hF : comm (fock (dimerHopping t) (dimerField U V) dimerDensity) dimerDensity = 0 := by
    unfold fock
    rw [hE]
    ext i j
    fin_cases i <;> fin_cases j <;>
      simp [comm, dimerHopping, dimerDensity] <;> ring
  -- the exchange field induced by the gauge response
  have key : comm (dimerField U V (gaugeVariation dimerGauge dimerDensity)) dimerDensity =
      (-(V : ℂ) * Complex.I / 2) • !![1, 0; 0, -1] := by
    rw [hE, hR]
    ext i j
    fin_cases i <;> fin_cases j <;>
      simp [comm, dimerDensity] <;> ring
  refine ⟨?_, ?_, ?_, ?_, hG, hF, ?_⟩
  · ext i j
    fin_cases i <;> fin_cases j <;> simp [dimerHopping]
  · ext i j
    fin_cases i <;> fin_cases j <;> simp [dimerDensity]
  · ext i j
    fin_cases i <;> fin_cases j <;> simp [dimerGauge]
  · ext i j
    fin_cases i <;> fin_cases j <;>
      simp [dimerDensity, Matrix.mul_apply, Fin.sum_univ_two] <;> norm_num

  · rw [pure_gauge_solves_uncoupled_iff hG hF, key]
    constructor
    · intro H
      have h00 := congrFun (congrFun H 0) 0
      simpa using h00
    · intro hV
      simp [hV]

end

end HartreeFockGaugeResponse
```

In the proof `hE` and `hR` write out the field and $D'$, `key` is the last commutator, and its `0 0` element forces $V=0$.

For $t=1$, $U=4$, $V=2$, write $Z=\mathrm{diag}(1,-1)$. Then $[h',D]=-iZ$, $[F,D']=2iZ$ and $[G(D'),D]=-iZ$. The coupled sum is zero; the uncoupled one leaves $iZ$.

```lean
#print axioms HartreeFockGaugeResponse.pure_gauge_solves_coupled
#print axioms HartreeFockGaugeResponse.hartree_solves_uncoupled
```

```
'HartreeFockGaugeResponse.pure_gauge_solves_coupled' depends on axioms: [propext, Classical.choice, Quot.sound]
'HartreeFockGaugeResponse.hartree_solves_uncoupled' depends on axioms: [propext, Classical.choice, Quot.sound]
```
